# Damped linear mixing of a contractive SCF map converges to its unique fixed point

## Mixing the old and new densities

In a self-consistent field calculation, an input density $x$ determines an effective Hamiltonian, whose occupied states give an output density $F(x)$. Self-consistency means $F(x)=x$. Linear mixing feeds back only a fraction $a$ of the output:

$$G(x)=(1-a)x+aF(x).$$

Does this change the solutions, and does the iteration still converge?

Suppose that changing the input changes the output by at most a factor $K<1$:

$$\|F(x)-F(y)\|\le K\|x-y\|,\qquad 0\le K<1.$$

Physically, the response of the output is weaker than the perturbation of the input, measured in the chosen norm. Unmixed iteration then converges already. The result says that damping preserves this convergence, though with a bound on the error factor that is no smaller than $K$. Mixing is often used to cure an unmixed iteration that diverges. Such a map has no Lipschitz constant $K<1$, so that case lies outside this result.

## What is proved

Let $E$ be a real Banach space and $0<a\le1$. The theorem `damped_mixing` states that $G$ has Lipschitz constant $1-a(1-K)<1$ and the same fixed points as $F$, that there is exactly one such point $x_*$, and that the mixed iterates converge to it from every start.

In Lean, `E` is the space of densities (or potentials), `CompleteSpace E` makes it a Banach space, `mix a F` is $G$, and `(mix a F)^[n] x` is the density after $n$ steps from `x`. The hypothesis `hF` is the Lipschitz bound, and `xs` is $x_*$. The clause `∀ y, F y = y ↔ y = xs` says that `xs` is a fixed point and the only one. `Tendsto` expresses convergence in norm.

The theorem `mixing_converges` extends convergence to $a>0$ with $a(1+K)<2$, which includes some over-relaxation, $a>1$.

For electronic structure, this gives a convergence guarantee for fixed-parameter linear mixing when the SCF map is contractive on the whole space. Contractivity is assumed, not derived from a Hamiltonian, and constraints such as positivity or particle number are not modelled.

## From the residual to the error bound

**Fixed points.** Since $G(x)-x=a(F(x)-x)$ and $a\ne0$, one side vanishes exactly when the other does.

**Lipschitz constant.** The triangle inequality gives

$$\|G(x)-G(y)\|\le|1-a|\,\|x-y\|+|a|\,\|F(x)-F(y)\|\le r\|x-y\|,$$

with $r=|1-a|+|a|K$. There are three cases:

- If $a\le0$, then $r=1-a(1+K)\ge1$.
- If $0<a\le1$, then $r=1-a(1-K)<1$.
- If $a>1$, then $r=a(1+K)-1$, which is below 1 exactly when $a(1+K)<2$.

In the middle case $a(1+K)<2$ holds automatically, so $r<1$ exactly when $a>0$ and $a(1+K)<2$.

**Existence and uniqueness.** Banach's theorem applied to $F$ supplies $x_*$. For any $x$,

$$\|x-x_*\|\le\|x-F(x)\|+\|F(x)-F(x_*)\|\le\|F(x)-x\|+K\|x-x_*\|,$$

hence $(1-K)\|x-x_*\|\le\|F(x)-x\|$. A second fixed point has zero residual, so it equals $x_*$. If $K$ is known, this also turns a residual into an error estimate. The residual here is $F(x)-x$, not the mixed step, which is smaller by the factor $a$ under damping.

**Convergence.** Because $G(x_*)=x_*$, each step multiplies the error by at most $r$. By induction,

$$\|G^n(x)-x_*\|\le r^n\|x-x_*\|\to0.$$

**Sharpness.** For $F(y)=cy$ on $\mathbb R$, $G^n(x)=(1-a(1-c))^n x$. Taking $c=K$ attains the damped rate. Taking $c=-K$ with $a(1+K)\ge2$ gives a factor of magnitude at least 1, so no nonzero start converges to the fixed point 0.

## The Lean file

```lean
import Mathlib

open Filter Topology

namespace SCFLinearMixing

noncomputable section

variable {E : Type*} [NormedAddCommGroup E] [NormedSpace ℝ E]

/-- One step of linear mixing: the old input `x` and the SCF output `F x` are combined
with weights `1 - a` and `a`. -/
def mix (a : ℝ) (F : E → E) (x : E) : E := (1 - a) • x + a • F x

/-- An upper bound on the error factor per mixed step, for mixing parameter `a` and Lipschitz
constant `K` of the SCF map. -/
def rate (a K : ℝ) : ℝ := |1 - a| + |a| * K

/-- For a nonzero mixing parameter, the mixed map and the SCF map have the same
fixed points. -/
theorem mix_fixed_iff {a : ℝ} (ha : a ≠ 0) (F : E → E) (x : E) :
    mix a F x = x ↔ F x = x := by
  -- the mixed step is the SCF residual scaled by `a`
  have h : mix a F x - x = a • (F x - x) := by
    unfold mix
    module
  rw [← sub_eq_zero, h, smul_eq_zero, sub_eq_zero, or_iff_right ha]

/-- If the SCF map has Lipschitz constant `K`, the mixed map has Lipschitz constant
`rate a K`, for every real mixing parameter. -/
theorem mix_lipschitz {F : E → E} {K : ℝ} (a : ℝ)
    (hF : ∀ x y, ‖F x - F y‖ ≤ K * ‖x - y‖) (x y : E) :
    ‖mix a F x - mix a F y‖ ≤ rate a K * ‖x - y‖ := by
  have h : mix a F x - mix a F y = (1 - a) • (x - y) + a • (F x - F y) := by
    unfold mix
    module
  calc ‖mix a F x - mix a F y‖ = ‖(1 - a) • (x - y) + a • (F x - F y)‖ := by rw [h]
    _ ≤ ‖(1 - a) • (x - y)‖ + ‖a • (F x - F y)‖ := norm_add_le _ _
    _ = |1 - a| * ‖x - y‖ + |a| * ‖F x - F y‖ := by
        rw [norm_smul, norm_smul, Real.norm_eq_abs, Real.norm_eq_abs]
    _ ≤ |1 - a| * ‖x - y‖ + |a| * (K * ‖x - y‖) :=
        add_le_add le_rfl (mul_le_mul_of_nonneg_left (hF x y) (abs_nonneg a))
    _ = rate a K * ‖x - y‖ := by
        unfold rate
        ring

/-- For `0 ≤ K < 1`, the bound `rate a K` is below one exactly when the mixing parameter is positive
and satisfies `a (1 + K) < 2`. -/
theorem rate_lt_one_iff {a K : ℝ} (hK0 : 0 ≤ K) (hK1 : K < 1) :
    rate a K < 1 ↔ 0 < a ∧ a * (1 + K) < 2 := by
  unfold rate
  constructor
  · intro h
    have h1 : 0 < a := by
      by_contra hn
      have hn' : a ≤ 0 := not_lt.mp hn
      rw [abs_of_nonneg (by linarith : 0 ≤ 1 - a), abs_of_nonpos hn'] at h
      nlinarith [mul_nonneg (neg_nonneg.mpr hn') hK0]
    refine ⟨h1, ?_⟩
    rw [abs_of_pos h1] at h
    have h2 := neg_abs_le (1 - a)
    nlinarith
  · rintro ⟨h1, h2⟩
    rw [abs_of_pos h1]
    have h3 : |1 - a| < 1 - a * K :=
      abs_lt.mpr ⟨by nlinarith, by nlinarith [mul_pos h1 (sub_pos.mpr hK1)]⟩
    linarith

/-- If the SCF map has Lipschitz constant `K ≥ 0` and fixed point `xs`, the distance of the mixed
iterate from `xs` after `n` steps is at most `rate a K ^ n` times the initial error. -/
theorem mix_error_bound {F : E → E} {K : ℝ} (a : ℝ) (hK0 : 0 ≤ K)
    (hF : ∀ x y, ‖F x - F y‖ ≤ K * ‖x - y‖) {xs : E} (hs : F xs = xs) (x : E) (n : ℕ) :
    ‖(mix a F)^[n] x - xs‖ ≤ rate a K ^ n * ‖x - xs‖ := by
  have hfix : mix a F xs = xs := by
    unfold mix
    rw [hs]
    module
  have hr : 0 ≤ rate a K := by
    unfold rate
    positivity
  induction n with
  | zero => simp
  | succ n ih =>
    rw [Function.iterate_succ_apply']
    have h := mix_lipschitz a hF ((mix a F)^[n] x) xs
    rw [hfix] at h
    calc _ ≤ rate a K * ‖(mix a F)^[n] x - xs‖ := h
      _ ≤ rate a K * (rate a K ^ n * ‖x - xs‖) := mul_le_mul_of_nonneg_left ih hr
      _ = rate a K ^ (n + 1) * ‖x - xs‖ := by ring

omit [NormedSpace ℝ E] in
/-- If the SCF map has Lipschitz constant `K` and fixed point `xs`, the residual at `x` satisfies
`(1 - K) ‖x - xs‖ ≤ ‖F x - x‖`. -/
theorem residual_bound {F : E → E} {K : ℝ}
    (hF : ∀ x y, ‖F x - F y‖ ≤ K * ‖x - y‖) {xs : E} (hs : F xs = xs) (x : E) :
    (1 - K) * ‖x - xs‖ ≤ ‖F x - x‖ := by
  have h1 := hF x xs
  rw [hs] at h1
  have h2 := norm_sub_le_norm_sub_add_norm_sub x (F x) xs
  rw [norm_sub_rev x (F x)] at h2
  linarith

/-- A contractive SCF map on a Banach space has exactly one fixed point, and linear mixing
with `0 < a` and `a (1 + K) < 2` converges to it from every starting point. -/
theorem mixing_converges [CompleteSpace E] {F : E → E} {a K : ℝ} (hK0 : 0 ≤ K)
    (hK1 : K < 1) (hF : ∀ x y, ‖F x - F y‖ ≤ K * ‖x - y‖)
    (ha : 0 < a) (ha2 : a * (1 + K) < 2) :
    ∃ xs, (∀ y, F y = y ↔ y = xs) ∧
      ∀ x, Tendsto (fun n : ℕ => (mix a F)^[n] x) atTop (𝓝 xs) := by
  -- existence from Banach's theorem for the unmixed map
  have hC : ContractingWith (⟨K, hK0⟩ : NNReal) F := by
    refine ⟨by exact_mod_cast hK1, LipschitzWith.of_dist_le_mul fun x y => ?_⟩
    rw [dist_eq_norm, dist_eq_norm]
    exact hF x y
  obtain ⟨xs, hs⟩ : ∃ xs, F xs = xs :=
    ⟨ContractingWith.fixedPoint F hC, hC.fixedPoint_isFixedPt⟩
  refine ⟨xs, fun y => ⟨fun hy => ?_, fun hy => by rw [hy, hs]⟩, fun x => ?_⟩
  · -- a vanishing residual forces a vanishing error
    have h := residual_bound hF hs y
    rw [hy, sub_self, norm_zero] at h
    have h0 : ‖y - xs‖ = 0 := by
      nlinarith [norm_nonneg (y - xs)]
    exact sub_eq_zero.mp (norm_eq_zero.mp h0)
  · have hr0 : 0 ≤ rate a K := by
      unfold rate
      positivity
    have hr1 : rate a K < 1 := (rate_lt_one_iff hK0 hK1).mpr ⟨ha, ha2⟩
    have hl : Tendsto (fun n : ℕ => rate a K ^ n * ‖x - xs‖) atTop (𝓝 0) := by
      simpa using (tendsto_pow_atTop_nhds_zero_of_lt_one hr0 hr1).mul_const ‖x - xs‖
    exact tendsto_iff_norm_sub_tendsto_zero.mpr
      (squeeze_zero (fun _ => norm_nonneg _) (fun n => mix_error_bound a hK0 hF hs x n) hl)

/-- Damped mixing, `0 < a ≤ 1`, of a contractive SCF map: the mixed map is Lipschitz with
constant `1 - a (1 - K) < 1`, has the same fixed points as `F`, and its iterates converge
to the unique one from every starting point. -/
theorem damped_mixing [CompleteSpace E] {F : E → E} {a K : ℝ} (hK0 : 0 ≤ K)
    (hK1 : K < 1) (hF : ∀ x y, ‖F x - F y‖ ≤ K * ‖x - y‖) (ha : 0 < a) (ha1 : a ≤ 1) :
    (∀ x y, ‖mix a F x - mix a F y‖ ≤ (1 - a * (1 - K)) * ‖x - y‖) ∧
    1 - a * (1 - K) < 1 ∧
    (∀ x, mix a F x = x ↔ F x = x) ∧
    ∃ xs, (∀ y, F y = y ↔ y = xs) ∧
      ∀ x, Tendsto (fun n : ℕ => (mix a F)^[n] x) atTop (𝓝 xs) := by
  have hr : rate a K = 1 - a * (1 - K) := by
    unfold rate
    rw [abs_of_nonneg (sub_nonneg.mpr ha1), abs_of_pos ha]
    ring
  refine ⟨fun x y => ?_, ?_, mix_fixed_iff ha.ne' F,
    mixing_converges hK0 hK1 hF ha (by nlinarith)⟩
  · rw [← hr]
    exact mix_lipschitz a hF x y
  · linarith [mul_pos ha (sub_pos.mpr hK1)]

/-- For the linear response `F y = c y` on the real line, `n` mixed steps multiply the
starting value by `(1 - a (1 - c)) ^ n`. -/
theorem linear_response_iterate (a c x : ℝ) (n : ℕ) :
    (mix a (fun y : ℝ => c * y))^[n] x = (1 - a * (1 - c)) ^ n * x := by
  induction n with
  | zero => simp
  | succ n ih =>
    rw [Function.iterate_succ_apply', ih]
    simp only [mix, smul_eq_mul]
    ring

/-- For the response `F y = -K y` and a mixing parameter with `a (1 + K) ≥ 2`, the distance
of the mixed iterates from the fixed point `0` never falls below its initial value. -/
theorem overmixing_fails {a K : ℝ} (h : 2 ≤ a * (1 + K)) (x : ℝ) (n : ℕ) :
    |x| ≤ |(mix a (fun y : ℝ => -K * y))^[n] x| := by
  rw [linear_response_iterate a (-K) x n, abs_mul, abs_pow]
  have h1 : 1 ≤ |1 - a * (1 - -K)| := le_abs.mpr (Or.inr (by linarith))
  exact le_mul_of_one_le_left (abs_nonneg x) (one_le_pow₀ h1)

end

end SCFLinearMixing
```

```lean
#print axioms SCFLinearMixing.damped_mixing
#print axioms SCFLinearMixing.overmixing_fails
```

```
'SCFLinearMixing.damped_mixing' depends on axioms: [propext, Classical.choice, Quot.sound]
'SCFLinearMixing.overmixing_fails' depends on axioms: [propext, Classical.choice, Quot.sound]
```

## How the proof follows the estimates

`mix_fixed_iff` proves the residual identity with `module`, which handles the vector algebra. `mix_lipschitz` follows the triangle inequality line by line, with `rate a K` as $r$.

`rate_lt_one_iff` organises the cases differently: it first excludes $a\le0$, then uses $-(1-a)\le|1-a|$ to obtain the upper limit on $a$. The converse bounds $1-a$ from both sides.

`mix_error_bound` is the induction, and `residual_bound` is the estimate behind uniqueness. In `mixing_converges`, `ContractingWith` provides Banach's theorem, and `squeeze_zero` traps the error between zero and $r^n\|x-x_*\|$. `damped_mixing` then evaluates the absolute values for $0<a\le1$ and assembles the parts.

The last two theorems treat the linear response: `linear_response_iterate` finds the iterates by induction, and `overmixing_fails` bounds the magnitude of their factor from below.
